# Smearing entropy integrates to the second moment when the broadening function has zero first moment and finite second moment

In a calculation on a metal, the Brillouin zone is sampled at a finite number of points, and levels cross the chemical potential $\mu$ as the atoms move. Sharp occupations would jump at each crossing, so in smearing methods each level is broadened over a width $\sigma>0$ by a function $d$ of the reduced energy $x=(\varepsilon-\mu)/\sigma$. The broadening brings an entropy term with it: a level at $x$ contributes

$$S(x)=\int_x^\infty t\,d(t)\,dt .$$

For non-interacting levels, the free energy is the band energy (the sum of the level energies weighted by their occupations) minus $\sigma$ times the sum of these contributions. Suppose the density of states is constant. Which property of $d$ decides whether the total entropy vanishes?

Write $M_n=\int t^n d(t)\,dt$ for the moments of $d$; integrals without limits run over the real line. In Lean, `d : ℝ → ℝ` is an arbitrary real function, with no assumption of continuity, positivity, symmetry or unit weight. The function $S$ is `entropy d`, and `Ioi x` is the half-line $t>x$.

```lean
import Mathlib

open MeasureTheory Set Filter Topology

namespace SmearingEntropy

noncomputable section

/-- The entropy function of a broadening function `d`: the integral of `t d(t)` over `t > x`,
where `x` is the energy from the chemical potential in units of the smearing width. -/
def entropy (d : ℝ → ℝ) (x : ℝ) : ℝ := ∫ t in Ioi x, t * d t
```

The calculation uses a difference of two steps,

$$k(t,x)=\mathbf 1[x<t]-\mathbf 1[x<0],$$

where $\mathbf 1[\cdot]$ is 1 if the condition holds and 0 otherwise.

```lean
/-- The difference of two steps in `x`, one ending at `t` and one ending at the origin. -/
def stepKernel (t x : ℝ) : ℝ := (if x < t then 1 else 0) - (if x < 0 then 1 else 0)
```

## (a) The area under the step kernel

**Task.** Show that $k(t,\cdot)$ is integrable for every real $t$, and that

$$\int k(t,x)\,dx=t,\qquad \int |k(t,x)|\,dx=|t| .$$

**Solution.** If $t\ge 0$, the two steps cancel except on $0\le x<t$, where $k=1$. Both integrals are then the length $t$. If $t\le 0$, they cancel except on $t\le x<0$, where $k=-1$. That interval has length $-t$, so the integral is $t$ and the integral of the absolute value is $-t=|t|$.

The proof makes the same case distinction. In each case `hk` identifies the kernel with a constant on a half-open interval, and `hi` computes its integral.

```lean
/-- The step kernel is integrable in `x`, its integral is `t`, and the integral of its
absolute value is `|t|`. -/
theorem stepKernel_integral (t : ℝ) :
    Integrable (stepKernel t) ∧ ∫ x, stepKernel t x = t ∧ ∫ x, |stepKernel t x| = |t| := by
  rcases le_total 0 t with ht | ht
  · -- for positive `t` the kernel is `1` between the origin and `t`
    have hk : stepKernel t = (Ico 0 t).indicator (fun _ => (1 : ℝ)) := by
      funext x
      simp only [stepKernel, indicator_apply, mem_Ico]
      split_ifs <;> grind
    have ha : ∀ x, |stepKernel t x| = stepKernel t x := fun x => abs_of_nonneg (by
      rw [hk]; exact indicator_nonneg (fun _ _ => zero_le_one) x)
    have hi : ∫ x, stepKernel t x = t := by
      rw [hk, integral_indicator measurableSet_Ico, setIntegral_const,
        Real.volume_real_Ico_of_le ht]
      simp
    refine ⟨?_, hi, by simp only [ha, hi, abs_of_nonneg ht]⟩
    rw [hk]
    exact (continuous_const.integrableOn_Icc.mono_set
      Ico_subset_Icc_self).integrable_indicator measurableSet_Ico
  · -- for negative `t` it is `-1` between `t` and the origin
    have hk : stepKernel t = (Ico t 0).indicator (fun _ => (-1 : ℝ)) := by
      funext x
      simp only [stepKernel, indicator_apply, mem_Ico]
      split_ifs <;> grind
    have ha : ∀ x, |stepKernel t x| = -stepKernel t x := fun x => abs_of_nonpos (by
      rw [hk]; exact indicator_nonpos (fun _ _ => by norm_num) x)
    have hi : ∫ x, stepKernel t x = t := by
      rw [hk, integral_indicator measurableSet_Ico, setIntegral_const,
        Real.volume_real_Ico_of_le ht]
      simp
    refine ⟨?_, hi, by simp only [ha, integral_neg, hi, abs_of_nonpos ht]⟩
    rw [hk]
    exact (continuous_const.integrableOn_Icc.mono_set
      Ico_subset_Icc_self).integrable_indicator measurableSet_Ico
```

## (b) The entropy function as an integral over the whole line

**Task.** Let $t\,d(t)$ be integrable with $M_1=0$. Show that for every $x$

$$S(x)=\int k(t,x)\,t\,d(t)\,dt .$$

**Solution.** Insert the definition of $k$ and split the integral:

$$\int k(t,x)\,t\,d(t)\,dt=\int_x^\infty t\,d(t)\,dt-\mathbf 1[x<0]\,M_1=S(x).$$

The condition $M_1=0$, which is `h0` in Lean, means for a $d$ of unit weight that broadening leaves the mean energy of a level where it was. Every symmetric $d$ with a finite first moment satisfies it. The hypothesis `h1` is the integrability of $t\,d(t)$, which justifies the split.

```lean
/-- For a broadening function with zero first moment, the entropy function is the integral of
`t d(t)` against the step kernel. -/
theorem entropy_eq_kernel {d : ℝ → ℝ} (h1 : Integrable fun t => t * d t)
    (h0 : ∫ t, t * d t = 0) (x : ℝ) :
    entropy d x = ∫ t, stepKernel t x * (t * d t) := by
  have hk : (fun t => stepKernel t x * (t * d t)) = fun t =>
      (Ioi x).indicator (fun t => t * d t) t - (if x < 0 then 1 else 0) * (t * d t) := by
    funext t
    simp only [stepKernel, indicator_apply, mem_Ioi, sub_mul, ite_mul, one_mul, zero_mul]
  rw [hk, integral_sub (h1.indicator measurableSet_Ioi) (h1.const_mul _),
    integral_const_mul, h0, mul_zero, sub_zero, integral_indicator measurableSet_Ioi]
  rfl
```

## (c) The integral of the entropy function

**Task.** Let $t^2d(t)$ be integrable as well. Show that $S$ is integrable and that

$$\int S(x)\,dx=M_2 .$$

**Solution.** By (a), the double integral of the absolute value is finite:

$$\int\!\!\int |k(t,x)\,t\,d(t)|\,dx\,dt=\int |t|\,|t\,d(t)|\,dt=\int t^2|d(t)|\,dt<\infty .$$

Fubini's theorem therefore makes $S$ integrable and allows the order of integration to be exchanged. With (b) and then (a),

$$\int S(x)\,dx=\int t\,d(t)\left(\int k(t,x)\,dx\right)dt=\int t\cdot t\,d(t)\,dt=M_2 .$$

In the proof, `hm` gives the measurability of the kernel in the plane and `hF` the absolute integrability, with `h2` supplying the finite bound. The exchange is `integral_integral_swap`.

```lean
/-- For a broadening function with zero first moment and integrable `x d` and `x² d`, the
entropy function is integrable and its integral is the second moment. -/
theorem integral_entropy {d : ℝ → ℝ} (h1 : Integrable fun t => t * d t)
    (h2 : Integrable fun t => t ^ 2 * d t) (h0 : ∫ t, t * d t = 0) :
    Integrable (entropy d) ∧ ∫ x, entropy d x = ∫ t, t ^ 2 * d t := by
  have hm : Measurable fun p : ℝ × ℝ => stepKernel p.1 p.2 :=
    (Measurable.ite (measurableSet_lt measurable_snd measurable_fst)
      measurable_const measurable_const).sub
    (Measurable.ite (measurableSet_lt measurable_snd measurable_const)
      measurable_const measurable_const)
  -- absolute integrability in the plane is integrability of `t² d(t)`
  have hF : Integrable (Function.uncurry fun t x => stepKernel t x * (t * d t))
      ((volume : Measure ℝ).prod (volume : Measure ℝ)) := by
    refine (integrable_prod_iff ?_).2 ⟨?_, ?_⟩
    · exact hm.aestronglyMeasurable.mul
        (h1.1.comp_quasiMeasurePreserving Measure.quasiMeasurePreserving_fst)
    · exact Eventually.of_forall fun t => (stepKernel_integral t).1.mul_const (t * d t)
    · refine h2.norm.congr (Eventually.of_forall fun t => ?_)
      simp only [Function.uncurry_apply_pair, norm_mul, Real.norm_eq_abs, abs_pow,
        integral_mul_const, (stepKernel_integral t).2.2]
      ring
  have hS : entropy d = fun x => ∫ t, stepKernel t x * (t * d t) :=
    funext (entropy_eq_kernel h1 h0)
  rw [hS]
  refine ⟨hF.integral_prod_right, ?_⟩
  -- exchange the order of integration and integrate the kernel first
  rw [← integral_integral_swap hF]
  congr 1
  funext t
  rw [integral_mul_const, (stepKernel_integral t).2.1]
  ring
```

## (d) Integrability requires a zero first moment

**Task.** Keep both integrability conditions but drop the assumption on $M_1$. Show that

$$S\ \text{is integrable}\iff M_1=0 .$$

**Solution.** Part (c) gives the direction from right to left. For the other, let $x\to-\infty$. The range of integration in $S(x)$ grows to the whole line, so $S(x)\to M_1$. If $M_1\neq0$, then $|S(x)|>|M_1|/2$ on some half-line extending to $-\infty$, and $\int|S|$ diverges. Physically, levels far below $\mu$ would each carry an entropy close to $M_1$ instead of zero.

The limit is `ht`. The closing lines show that every neighbourhood of $-\infty$ has infinite length, so an integrable function can have no limit there but zero.

```lean
/-- With `x d` and `x² d` integrable, the entropy function is integrable exactly when the
first moment of the broadening function is zero. -/
theorem integrable_entropy_iff {d : ℝ → ℝ} (h1 : Integrable fun t => t * d t)
    (h2 : Integrable fun t => t ^ 2 * d t) :
    Integrable (entropy d) ↔ ∫ t, t * d t = 0 := by
  refine ⟨fun hS => ?_, fun h0 => (integral_entropy h1 h2 h0).1⟩
  -- far below the chemical potential the entropy function tends to the first moment
  have ht : Tendsto (entropy d) atBot (𝓝 (∫ t, t * d t)) :=
    (aecover_Ioi tendsto_id).integral_tendsto_of_countably_generated h1
  refine (hS.integrableAtFilter atBot).eq_zero_of_tendsto (fun s hs => ?_) ht
  obtain ⟨a, ha⟩ := mem_atBot_sets.1 hs
  exact top_unique ((Real.volume_Iic (a := a)).symm.le.trans
    (measure_mono fun b hb => ha b hb))
```

## (e) Total entropy at constant density of states

**Task.** Let the density of states be a constant $g$ on the whole energy axis, with $M_1=0$ and the integrability conditions of (c). Show that

$$\int g\,S\!\left(\frac{\varepsilon-\mu}{\sigma}\right)d\varepsilon=g\,\sigma\,M_2 .$$

**Solution.** Substitute $\varepsilon=\mu+\sigma x$, so that $d\varepsilon=\sigma\,dx$. The left side becomes $g\sigma\int S(x)\,dx$, and (c) gives the value.

Lean performs the substitution as a translation by $\mu$ followed by a rescaling by $\sigma$. The model has no band edges, and its levels do not respond to the occupations.

```lean
/-- For a constant density of states `g`, chemical potential `μ` and smearing width `σ`, the total
entropy is `g σ` times the second moment of the broadening function `d`, provided its first moment
is zero and `x d` and `x² d` are integrable. -/
theorem constant_density_entropy {d : ℝ → ℝ} (h1 : Integrable fun t => t * d t)
    (h2 : Integrable fun t => t ^ 2 * d t) (h0 : ∫ t, t * d t = 0)
    (g μ : ℝ) {σ : ℝ} (hσ : 0 < σ) :
    ∫ ε, g * entropy d ((ε - μ) / σ) = g * σ * ∫ t, t ^ 2 * d t := by
  rw [integral_const_mul, integral_sub_right_eq_self (fun e => entropy d (e / σ)) μ,
    Measure.integral_comp_div, (integral_entropy h1 h2 h0).2, abs_of_pos hσ, smul_eq_mul]
  ring
```

## (f) When the total entropy vanishes

**Task.** Let $g\neq0$ in the setting of (e). Show that

$$\int g\,S\!\left(\frac{\varepsilon-\mu}{\sigma}\right)d\varepsilon=0\iff M_2=0 .$$

**Solution.** By (e) the left side is $g\sigma M_2$. Since $g\sigma\neq0$, the product is zero exactly when $M_2$ is. A nonnegative $d$ of unit weight has $M_2>0$, so for unit weight a vanishing total needs a broadening function that is negative somewhere.

```lean
/-- For a nonzero constant density of states, the total entropy vanishes exactly when the second
moment of the broadening function `d` vanishes, provided its first moment is zero and `x d` and `x²
d` are integrable. -/
theorem constant_density_entropy_eq_zero_iff {d : ℝ → ℝ}
    (h1 : Integrable fun t => t * d t) (h2 : Integrable fun t => t ^ 2 * d t)
    (h0 : ∫ t, t * d t = 0) {g σ : ℝ} (μ : ℝ) (hg : g ≠ 0) (hσ : 0 < σ) :
    ∫ ε, g * entropy d ((ε - μ) / σ) = 0 ↔ ∫ t, t ^ 2 * d t = 0 := by
  rw [constant_density_entropy h1 h2 h0 g μ hσ, mul_eq_zero]
  exact or_iff_right (mul_ne_zero hg hσ.ne')
```

The first-order Methfessel–Paxton function is of that kind:

$$d_1(x)=\frac{(3/2-x^2)\,e^{-x^2}}{\sqrt\pi} .$$

```lean
/-- The first-order Methfessel–Paxton broadening function. -/
def methfesselPaxton (x : ℝ) : ℝ := (3 / 2 - x ^ 2) * Real.exp (-x ^ 2) / √Real.pi
```

## (g) Gaussian moments are finite

**Task.** Show for every $n=0,1,2,\dots$ that

$$\int |x|^n e^{-x^2}\,dx<\infty .$$

**Solution.** The function $|x|^n e^{-x^2/2}$ is continuous and tends to zero at both ends, so it is bounded by some $C_n$. Hence $|x|^ne^{-x^2}\le C_n e^{-x^2/2}$, which is integrable. Lean takes the result from Mathlib's version for real exponents greater than $-1$.

```lean
/-- Every natural-number power of `x` times the Gaussian `exp (-x²)` is integrable. -/
theorem gaussian_integrable (n : ℕ) : Integrable fun x : ℝ => x ^ n * Real.exp (-x ^ 2) := by
  have h := integrable_rpow_mul_exp_neg_mul_sq (b := 1) one_pos (s := (n : ℝ))
    (lt_of_lt_of_le (by norm_num) (Nat.cast_nonneg n))
  simpa [Real.rpow_natCast] using h
```

## (h) A recursion for Gaussian moments

**Task.** Let $G_n=\int x^n e^{-x^2}dx$. Show that

$$G_{n+2}=\frac{n+1}{2}\,G_n .$$

**Solution.** Differentiate:

$$\frac{d}{dx}\left(x^{n+1}e^{-x^2}\right)=(n+1)\,x^n e^{-x^2}-2\,x^{n+2}e^{-x^2}.$$

The function in brackets vanishes at $\pm\infty$, so the right side integrates to zero: $(n+1)G_n-2G_{n+2}=0$. In the proof this is `h`, which rests on the integrability of the function and of its derivative, both from (g).

```lean
/-- The Gaussian moment of order `n + 2` is `(n + 1) / 2` times the moment of order `n`. -/
theorem gaussian_recursion (n : ℕ) : ∫ x : ℝ, x ^ (n + 2) * Real.exp (-x ^ 2) =
    (n + 1) / 2 * ∫ x : ℝ, x ^ n * Real.exp (-x ^ 2) := by
  have he : ∀ x : ℝ, HasDerivAt (fun x : ℝ => Real.exp (-x ^ 2))
      (-(2 * x) * Real.exp (-x ^ 2)) x := fun x => by
    have hs : HasDerivAt (fun x : ℝ => x ^ 2) (2 * x) x := by simpa using hasDerivAt_pow 2 x
    exact hs.fun_neg.exp.congr_deriv (by ring)
  -- the integral of the derivative of `x^(n+1) exp (-x²)` vanishes
  have h := integral_eq_zero_of_hasDerivAt_of_integrable
    (f := fun x : ℝ => x ^ (n + 1) * Real.exp (-x ^ 2))
    (f' := fun x : ℝ => ((n : ℝ) + 1) * (x ^ n * Real.exp (-x ^ 2))
      - 2 * (x ^ (n + 2) * Real.exp (-x ^ 2)))
    (fun x => ((hasDerivAt_pow (n + 1) x).fun_mul (he x)).congr_deriv (by
      simp only [Nat.add_sub_cancel, Nat.cast_add, Nat.cast_one]; ring))
    (((gaussian_integrable n).const_mul _).sub ((gaussian_integrable (n + 2)).const_mul _))
    (gaussian_integrable (n + 1))
  rw [integral_sub ((gaussian_integrable n).const_mul _)
    ((gaussian_integrable (n + 2)).const_mul _), integral_const_mul, integral_const_mul] at h
  linarith
```

## (i) First-order Methfessel–Paxton smearing

**Task.** Show that $x\,d_1$ and $x^2d_1$ are integrable, and that

$$\int d_1=1,\qquad \int x\,d_1=0,\qquad \int x^2d_1=0,\qquad \int S_1=0,$$

where $S_1$ is the entropy function of $d_1$.

**Solution.** Each $x^n d_1$ is a combination of the integrable functions in (g). By (h), its integral is

$$\frac{1}{\sqrt\pi}\left(\frac32G_n-G_{n+2}\right)=\left(1-\frac n2\right)\frac{G_n}{\sqrt\pi}.$$

For $n=0$ this is 1, because $G_0=\sqrt\pi$. For $n=1$ it is zero, because the integrand of $G_1$ is odd. For $n=2$ the prefactor is zero. Part (c) then gives $\int S_1=\int x^2d_1=0$.

The formula for general $n$ is `hM`, and `m0`, `m1` and `m2` are its three cases.

```lean
/-- The first-order Methfessel–Paxton function has unit weight, integrable `x d` and `x² d`,
and zero first and second moments; its entropy function integrates to zero. -/
theorem methfesselPaxton_witness :
    ∫ x, methfesselPaxton x = 1 ∧
    (Integrable fun x => x * methfesselPaxton x) ∧
    (Integrable fun x => x ^ 2 * methfesselPaxton x) ∧
    ∫ x, x * methfesselPaxton x = 0 ∧ ∫ x, x ^ 2 * methfesselPaxton x = 0 ∧
    ∫ x, entropy methfesselPaxton x = 0 := by
  -- moments of every order, reduced to Gaussian moments
  have hM : ∀ n : ℕ, (Integrable fun x => x ^ n * methfesselPaxton x) ∧
      ∫ x, x ^ n * methfesselPaxton x =
        (1 - n / 2) * (∫ x : ℝ, x ^ n * Real.exp (-x ^ 2)) / √Real.pi := fun n => by
    have he : (fun x => x ^ n * methfesselPaxton x) = fun x : ℝ =>
        (3 / 2 * (x ^ n * Real.exp (-x ^ 2)) - x ^ (n + 2) * Real.exp (-x ^ 2))
          / √Real.pi := by
      funext x
      simp only [methfesselPaxton]
      ring
    have hi := (gaussian_integrable n).const_mul (3 / 2)
    rw [he]
    refine ⟨(hi.sub (gaussian_integrable (n + 2))).div_const _, ?_⟩
    rw [integral_div, integral_sub hi (gaussian_integrable (n + 2)), integral_const_mul,
      gaussian_recursion]
    ring
  have hG : ∫ x : ℝ, Real.exp (-x ^ 2) = √Real.pi := by simpa using integral_gaussian 1
  have hodd : ∫ x : ℝ, x ^ 1 * Real.exp (-x ^ 2) = 0 := by
    have h : ∫ x : ℝ, (-x) ^ 1 * Real.exp (-(-x) ^ 2) = ∫ x : ℝ, x ^ 1 * Real.exp (-x ^ 2) :=
      integral_neg_eq_self (fun x : ℝ => x ^ 1 * Real.exp (-x ^ 2)) volume
    simp only [neg_sq, pow_one, neg_mul, integral_neg] at h ⊢
    linarith
  have hpi : √Real.pi ≠ 0 := (Real.sqrt_pos.2 Real.pi_pos).ne'
  have m0 : ∫ x, methfesselPaxton x = 1 := by
    have h := (hM 0).2
    simp only [pow_zero, one_mul, hG, Nat.cast_zero, zero_div, sub_zero] at h
    rw [h, div_self hpi]
  have i1 : Integrable fun x => x * methfesselPaxton x := by
    simpa only [pow_one] using (hM 1).1
  have m1 : ∫ x, x * methfesselPaxton x = 0 := by
    have h := (hM 1).2
    rw [hodd, mul_zero, zero_div] at h
    simpa only [pow_one] using h
  have m2 : ∫ x, x ^ 2 * methfesselPaxton x = 0 := by
    rw [(hM 2).2]
    norm_num
  exact ⟨m0, i1, (hM 2).1, m1, m2, (integral_entropy i1 (hM 2).1 m1).2.trans m2⟩

end

end SmearingEntropy
```

```lean
#print axioms SmearingEntropy.integrable_entropy_iff
#print axioms SmearingEntropy.constant_density_entropy_eq_zero_iff
```

```
'SmearingEntropy.integrable_entropy_iff' depends on axioms: [propext, Classical.choice, Quot.sound]
'SmearingEntropy.constant_density_entropy_eq_zero_iff' depends on axioms: [propext, Classical.choice, Quot.sound]
```

## The entropy term in an electronic-structure code

A code evaluates $S$ at each computed level, sums over bands and weighted $k$-points, and multiplies by $-\sigma$; the result is often printed as a "$-TS$" contribution. For non-interacting levels of constant density, first-order Methfessel–Paxton smearing makes the total entropy zero at any width, so no entropy term separates the free energy from the band energy. In a real metal the density of states varies and the sampling is finite, so the printed term is generally not zero.

The integral in (c) also gives a quick check of an implementation: evaluate the coded $S$ on a fine, wide, uniform grid of $x$, sum the values, multiply by the grid spacing, and compare with $M_2$. For $d_1$ the result should be close to zero; for the plain Gaussian $e^{-x^2}/\sqrt\pi$ it should be close to $1/2$.
